# A narrow doublet looks like a single line at imaginary frequencies, but not just above the real axis

## Can imaginary-frequency data tell one exciton from two?

I write the optical response as a finite sum of weights over $z$ minus positive excitation energies, keeping only the resonant terms. I compute it at imaginary frequencies $z=iy$, where it is smooth, and continue it to just above the real axis to get the spectrum. A function of this kind is fixed by its values on the imaginary axis, so I expected accurate input to give an accurate spectrum. Yet I get one exciton peak where a direct diagonalisation shows two close ones, each with half the strength. How small is the trace that such a doublet leaves in my input data?

## The trace is quadratic in the splitting

The model response has finitely many poles, with real weights $w_k$ and real energies $e_k$, and no antiresonant partners at $-e_k$:

$$\chi(z)=\sum_k \frac{w_k}{z-e_k}.$$

The resonant part of the response has this form in a Bethe-Salpeter calculation with a static kernel, a finite basis and the Tamm-Dancoff approximation. Within that form, a doublet can hide below any given error on the imaginary axis and still change the response strongly near the real axis.

Take one pole of weight $w$ at $E>0$ and replace it by two poles of weight $w/2$ at $E-s$ and $E+s$, with $0<s<E$. Put $d=z-E$. The pair gives

$$\frac{w/2}{d+s}+\frac{w/2}{d-s}=\frac{w\,d}{d^2-s^2},$$

and subtracting the original pole leaves

$$\frac{w\,d}{d^2-s^2}-\frac{w}{d}=\frac{w\,s^2}{d\,(d+s)(d-s)}.$$

The term linear in $s$ has cancelled because the splitting is symmetric.

On the imaginary axis the distance from $iy$ to an energy $a>0$ is $\sqrt{y^2+a^2}\ge a$. Using this for $a=E$, $E-s$ and $E+s$, the denominator has modulus at least $E(E^2-s^2)$. For $w=1$ the change is therefore at most

$$\frac{s^2}{E(E^2-s^2)}$$

at every $y$, and at $y=0$ it has exactly this modulus. The condition $s\le E$ would not suffice: at $s=E$ the lower pole sits at $z=0$, on the axis itself.

Keep $w=1$ and go to $z=E+ih$ with $h>0$, so that $d=ih$. The single pole gives $1/(ih)=-i/h$. The pair gives

$$\frac{ih}{-h^2-s^2}=-\,\frac{i\,h}{h^2+s^2}.$$

The modulus falls from $1/h$ to $h/(h^2+s^2)$, which is smaller because $h^2<h^2+s^2$. At $h=s$ it falls by half, from $1/s$ to $1/(2s)$, so the change there is at least $1/(2s)$. This grows as $s$ shrinks, while the change on the imaginary axis goes to zero.

To beat any tolerance $\varepsilon>0$ and any demanded difference $M$, choose $s>0$ no larger than $E/2$, $\varepsilon E^2$ and $1/(2(|M|+1))$. Then $s^2\le \varepsilon E^3/2$ and $E^2-s^2\ge E^2/2$, so the imaginary-axis change is at most $\varepsilon$. Also $1/(2s)\ge |M|+1\ge M$.

### The statements in Lean

`response w e z` is $\chi(z)$, with the lines labelled by a finite type `ι`. `unitPole E` and `splitPole E s` are its instances with one and two lines. For a whole spectrum, `splitWeight` and `splitEnergy` use the labels `ι ⊕ ι`, two copies of the old ones: the first copy holds the lower partners and the second the upper ones. Each line $k$ has its own half-splitting $s_k$.

The main theorem, `split_hidden_on_imaginary_axis`, assumes $0<s<E$. It gives the bound for every real $y$, and for every $h>0$ the two moduli and the strict inequality between them. `split_bound_sharp` gives equality at zero frequency. `response_split_bound` extends the estimate to a spectrum with $0\le s_k<e_k$ and weights of either sign, bounding the change by the sum of the single-line bounds. `continuation_unstable` is the statement with $\varepsilon$ and $M$.

In that last theorem the height $h$ is chosen along with $s$, so a larger $M$ pushes the point closer to the real axis. At a fixed height the two values above $E$ differ by less than $1/h$. The theorems compare two response functions; they say nothing about a particular continuation algorithm, a continuum of excitations, or a response with antiresonant terms.

```lean
import Mathlib

open Complex

namespace SpectralContinuation

noncomputable section

/-- Response sum of weight over (frequency minus energy) for finitely many excitations,
at a complex frequency `z` different from every excitation energy. -/
def response {ι : Type*} [Fintype ι] (w e : ι → ℝ) (z : ℂ) : ℂ :=
  ∑ k, (w k : ℂ) / (z - (e k : ℂ))

/-- Weights after splitting: each line hands half of its weight to each of two lines. -/
def splitWeight {ι : Type*} (w : ι → ℝ) : ι ⊕ ι → ℝ :=
  Sum.elim (fun k => w k / 2) (fun k => w k / 2)

/-- Energies after splitting: line `k` is replaced by lines at `e k - s k` and `e k + s k`. -/
def splitEnergy {ι : Type*} (e s : ι → ℝ) : ι ⊕ ι → ℝ :=
  Sum.elim (fun k => e k - s k) (fun k => e k + s k)

/-- Response of a single excitation of unit weight at energy `E`, for `z ≠ E`. -/
def unitPole (E : ℝ) (z : ℂ) : ℂ := response ![1] ![E] z

/-- Response of two excitations of weight one half at `E - s` and `E + s`,
for `z` different from both energies. -/
def splitPole (E s : ℝ) (z : ℂ) : ℂ := response ![1 / 2, 1 / 2] ![E - s, E + s] z

/-- The exact change of the response when a pole of weight `w` at `E` is split into halves
at `E - s` and `E + s`, at a frequency `z` away from all three poles. -/
theorem split_sub_pole {z E s w : ℂ} (h0 : z - E ≠ 0) (h1 : z - (E - s) ≠ 0)
    (h2 : z - (E + s) ≠ 0) :
    w / 2 / (z - (E - s)) + w / 2 / (z - (E + s)) - w / (z - E)
      = w * s ^ 2 / ((z - E) * (z - (E - s)) * (z - (E + s))) := by
  have e1 : z - (E - s) = (z - E) + s := by ring
  have e2 : z - (E + s) = (z - E) - s := by ring
  rw [e1] at h1 ⊢
  rw [e2] at h2 ⊢
  generalize z - E = d at *
  field_simp
  ring

/-- An imaginary frequency is at least a distance `a` away from the real energy `a`. -/
theorem energy_le_norm (y a : ℝ) : a ≤ ‖(y : ℂ) * I - (a : ℂ)‖ := by
  have h := Complex.abs_re_le_norm ((y : ℂ) * I - (a : ℂ))
  have hre : ((y : ℂ) * I - (a : ℂ)).re = -a := by simp
  rw [hre, abs_neg] at h
  exact (le_abs_self a).trans h

/-- Splitting one line of weight `w` at `E` by `s`, with `0 ≤ s < E`, changes the response at
any imaginary frequency by at most `|w| s² / (E (E² - s²))`. -/
theorem pole_split_bound {E s : ℝ} (w y : ℝ) (hs : 0 ≤ s) (hsE : s < E) :
    ‖((w / 2 : ℝ) : ℂ) / ((y : ℂ) * I - ((E - s : ℝ) : ℂ))
        + ((w / 2 : ℝ) : ℂ) / ((y : ℂ) * I - ((E + s : ℝ) : ℂ))
        - (w : ℂ) / ((y : ℂ) * I - (E : ℂ))‖ ≤ |w| * (s ^ 2 / (E * (E ^ 2 - s ^ 2))) := by
  have hE : 0 < E := by linarith
  have hm : 0 < E - s := by linarith
  have hp : 0 < E + s := by linarith
  have a0 := energy_le_norm y E
  have a1 := energy_le_norm y (E - s)
  have a2 := energy_le_norm y (E + s)
  have n0 := norm_pos_iff.mp (lt_of_lt_of_le hE a0)
  have n1 := norm_pos_iff.mp (lt_of_lt_of_le hm a1)
  have n2 := norm_pos_iff.mp (lt_of_lt_of_le hp a2)
  push_cast at a1 a2 n1 n2 ⊢
  rw [split_sub_pole n0 n1 n2]
  simp only [norm_div, norm_mul, norm_pow, Complex.norm_real, Real.norm_eq_abs, sq_abs]
  rw [mul_div_assoc]
  have hpos : 0 < E * (E ^ 2 - s ^ 2) := mul_pos hE (by nlinarith)
  -- each of the three distances is bounded below by the corresponding energy
  have den : E * (E ^ 2 - s ^ 2) ≤ ‖(y : ℂ) * I - (E : ℂ)‖
      * ‖(y : ℂ) * I - ((E : ℂ) - (s : ℂ))‖ * ‖(y : ℂ) * I - ((E : ℂ) + (s : ℂ))‖ := by
    calc E * (E ^ 2 - s ^ 2) = E * (E - s) * (E + s) := by ring
      _ ≤ _ := mul_le_mul (mul_le_mul a0 a1 hm.le (norm_nonneg _)) a2 hp.le (by positivity)
  exact mul_le_mul_of_nonneg_left
    (div_le_div_of_nonneg_left (sq_nonneg s) hpos den) (abs_nonneg w)

/-- Splitting every line of a finite spectrum, line `k` by `s k` with `0 ≤ s k < e k`, changes
the response at any imaginary frequency by at most the sum of the single-line bounds. -/
theorem response_split_bound {ι : Type*} [Fintype ι] (w e s : ι → ℝ)
    (hs : ∀ k, 0 ≤ s k) (hse : ∀ k, s k < e k) (y : ℝ) :
    ‖response (splitWeight w) (splitEnergy e s) (y * I) - response w e (y * I)‖
      ≤ ∑ k, |w k| * (s k ^ 2 / (e k * (e k ^ 2 - s k ^ 2))) := by
  simp only [response, splitWeight, splitEnergy, Fintype.sum_sum_type, Sum.elim_inl,
    Sum.elim_inr]
  rw [← Finset.sum_add_distrib, ← Finset.sum_sub_distrib]
  exact norm_sum_le_of_le _ (fun k _ => pole_split_bound (w k) y (hs k) (hse k))

/-- At a height `h > 0` above its energy, the unit pole has response of modulus `1 / h`. -/
theorem norm_unitPole (E : ℝ) {h : ℝ} (hh : 0 < h) : ‖unitPole E (E + h * I)‖ = 1 / h := by
  have e : unitPole E (E + h * I) = 1 / ((h : ℂ) * I) := by simp [unitPole, response]
  rw [e, norm_div, norm_mul, Complex.norm_I, Complex.norm_real, Real.norm_eq_abs,
    abs_of_pos hh, norm_one, mul_one]

/-- At a height `h > 0` above the midpoint `E`, the split pair has response of modulus
`h / (h² + s²)`. -/
theorem norm_splitPole (E s : ℝ) {h : ℝ} (hh : 0 < h) :
    ‖splitPole E s (E + h * I)‖ = h / (h ^ 2 + s ^ 2) := by
  have n1 : (h : ℂ) * I + s ≠ 0 := by
    intro h0
    have := congrArg Complex.im h0
    simp at this
    linarith
  have n2 : (h : ℂ) * I - s ≠ 0 := by
    intro h0
    have := congrArg Complex.im h0
    simp at this
    linarith
  have nd : (h : ℂ) ^ 2 + (s : ℂ) ^ 2 ≠ 0 := by
    exact_mod_cast (by positivity : h ^ 2 + s ^ 2 ≠ 0)
  have a1 : (E : ℂ) + h * I - ((E - s : ℝ) : ℂ) = h * I + s := by push_cast; ring
  have a2 : (E : ℂ) + h * I - ((E + s : ℝ) : ℂ) = h * I - s := by push_cast; ring
  have e : splitPole E s (E + h * I) = ((1 / 2 : ℝ) : ℂ) / (E + h * I - ((E - s : ℝ) : ℂ))
      + ((1 / 2 : ℝ) : ℂ) / (E + h * I - ((E + s : ℝ) : ℂ)) := by
    simp [splitPole, response, Fin.sum_univ_two]
  have prod : ((h : ℂ) * I + s) * (h * I - s) = -((h : ℂ) ^ 2 + (s : ℂ) ^ 2) := by
    linear_combination (h : ℂ) ^ 2 * Complex.I_sq
  -- the two halves add up to a purely imaginary number
  have val : splitPole E s (E + h * I) = ((-(h / (h ^ 2 + s ^ 2)) : ℝ) : ℂ) * I := by
    rw [e, a1, a2, div_add_div _ _ n1 n2, prod]
    push_cast
    field_simp
    ring
  rw [val, norm_mul, Complex.norm_I, mul_one, Complex.norm_real, Real.norm_eq_abs, abs_neg,
    abs_of_pos (by positivity)]

/-- For `0 < s < E`, splitting a unit pole changes the response at every imaginary frequency by
at most `s² / (E (E² - s²))`, while at each height `h > 0` above `E` the modulus drops
from `1 / h` to `h / (h² + s²)`. -/
theorem split_hidden_on_imaginary_axis {E s : ℝ} (hs : 0 < s) (hsE : s < E) :
    (∀ y : ℝ, ‖splitPole E s (y * I) - unitPole E (y * I)‖ ≤ s ^ 2 / (E * (E ^ 2 - s ^ 2))) ∧
    (∀ h : ℝ, 0 < h → ‖unitPole E (E + h * I)‖ = 1 / h ∧
      ‖splitPole E s (E + h * I)‖ = h / (h ^ 2 + s ^ 2) ∧ h / (h ^ 2 + s ^ 2) < 1 / h) := by
  refine ⟨fun y => ?_, fun h hh => ⟨norm_unitPole E hh, norm_splitPole E s hh, ?_⟩⟩
  · have b := pole_split_bound 1 y hs.le hsE
    rw [abs_one, one_mul] at b
    simpa [splitPole, unitPole, response, Fin.sum_univ_two] using b
  · rw [div_lt_div_iff₀ (by positivity) hh]
    nlinarith [pow_pos hs 2]

/-- For `0 < s < E` the imaginary-axis bound is attained at zero frequency. -/
theorem split_bound_sharp {E s : ℝ} (hs : 0 < s) (hsE : s < E) :
    ‖splitPole E s 0 - unitPole E 0‖ = s ^ 2 / (E * (E ^ 2 - s ^ 2)) := by
  have hE : E ≠ 0 := by linarith
  have hm : E - s ≠ 0 := by linarith
  have hp : E + s ≠ 0 := by linarith
  have hpos : 0 < E * (E ^ 2 - s ^ 2) := mul_pos (by linarith) (by nlinarith)
  have e : splitPole E s 0 - unitPole E 0
      = ((1 / 2 / (0 - (E - s)) + 1 / 2 / (0 - (E + s)) - 1 / (0 - E) : ℝ) : ℂ) := by
    simp [splitPole, unitPole, response, Fin.sum_univ_two]
  have r : 1 / 2 / (0 - (E - s)) + 1 / 2 / (0 - (E + s)) - 1 / (0 - E)
      = -(s ^ 2 / (E * (E ^ 2 - s ^ 2))) := by
    rw [zero_sub, zero_sub, zero_sub, show E ^ 2 - s ^ 2 = (E - s) * (E + s) by ring]
    field_simp
    ring
  rw [e, r, Complex.norm_real, Real.norm_eq_abs, abs_neg,
    abs_of_nonneg (div_nonneg (sq_nonneg s) hpos.le)]

/-- For any energy `E > 0`, tolerance `ε > 0` and real `M`, some splitting changes the response
by at most `ε` on the whole imaginary axis and by at least `M` at some height above `E`. -/
theorem continuation_unstable {E ε : ℝ} (hE : 0 < E) (hε : 0 < ε) (M : ℝ) :
    ∃ s h : ℝ, 0 < s ∧ s < E ∧ 0 < h ∧
      (∀ y : ℝ, ‖splitPole E s (y * I) - unitPole E (y * I)‖ ≤ ε) ∧
      M ≤ ‖splitPole E s (E + h * I) - unitPole E (E + h * I)‖ := by
  obtain ⟨s, hs, h1, h2, h3⟩ : ∃ s : ℝ, 0 < s ∧ s ≤ E / 2 ∧ s ≤ ε * E ^ 2 ∧
      s ≤ 1 / (2 * (|M| + 1)) :=
    ⟨min (E / 2) (min (ε * E ^ 2) (1 / (2 * (|M| + 1)))),
      lt_min (by positivity) (lt_min (by positivity) (by positivity)), min_le_left _ _,
      (min_le_right _ _).trans (min_le_left _ _), (min_le_right _ _).trans (min_le_right _ _)⟩
  have hsE : s < E := by linarith
  -- the height is taken equal to the splitting
  refine ⟨s, s, hs, hsE, hs, fun y => ?_, ?_⟩
  · refine ((split_hidden_on_imaginary_axis hs hsE).1 y).trans ?_
    rw [div_le_iff₀ (mul_pos hE (by nlinarith))]
    have h4 : s ^ 2 ≤ E / 2 * (ε * E ^ 2) := by
      rw [sq]
      exact mul_le_mul h1 h2 hs.le (by positivity)
    have h5 : ε * E * (E ^ 2 / 2) ≤ ε * E * (E ^ 2 - s ^ 2) :=
      mul_le_mul_of_nonneg_left (by nlinarith) (by positivity)
    linarith
  · have t := norm_sub_norm_le (unitPole E (E + s * I)) (splitPole E s (E + s * I))
    rw [norm_unitPole E hs, norm_splitPole E s hs, norm_sub_rev] at t
    have q : s / (s ^ 2 + s ^ 2) = 1 / (2 * s) := by
      rw [div_eq_div_iff (by positivity) (by positivity)]
      ring
    have q2 : 1 / s = 2 * (1 / (2 * s)) := by field_simp
    have m : M ≤ 1 / (2 * s) := by
      rw [le_div_iff₀ (by positivity)]
      have h6 := (le_div_iff₀ (by positivity)).mp h3
      nlinarith [mul_le_mul_of_nonneg_right (le_abs_self M) hs.le]
    linarith

end

end SpectralContinuation
```

```lean
#print axioms SpectralContinuation.response_split_bound
#print axioms SpectralContinuation.split_hidden_on_imaginary_axis
#print axioms SpectralContinuation.split_bound_sharp
#print axioms SpectralContinuation.continuation_unstable
```

```
'SpectralContinuation.response_split_bound' depends on axioms: [propext, Classical.choice, Quot.sound]
'SpectralContinuation.split_hidden_on_imaginary_axis' depends on axioms: [propext, Classical.choice, Quot.sound]
'SpectralContinuation.split_bound_sharp' depends on axioms: [propext, Classical.choice, Quot.sound]
'SpectralContinuation.continuation_unstable' depends on axioms: [propext, Classical.choice, Quot.sound]
```

### From the pole identity to the instability

`split_sub_pole` is the identity in $d$. The proof rewrites the denominators as $d+s$ and $d-s$, gives $z-E$ the name `d`, clears fractions with `field_simp` and finishes with `ring`.

`pole_split_bound` applies it at $z=iy$. The step `den` multiplies the three distance bounds together, and `div_le_div_of_nonneg_left` turns the larger denominator into a smaller quotient. In `response_split_bound`, the sum over `ι ⊕ ι` is separated into its two copies and regrouped line by line, after which the triangle inequality `norm_sum_le_of_le` adds up the single-line estimates.

`norm_unitPole` and `norm_splitPole` evaluate the response at $E+ih$. In the second, `prod` is the product $(ih+s)(ih-s)=-(h^2+s^2)$, and `val` records that the pair sums to $-ih/(h^2+s^2)$. The main theorem takes $w=1$ in the single-line bound, uses these two moduli, and gets the strict inequality by cross-multiplying. For `split_bound_sharp`, everything at $z=0$ is real, so the difference is computed as a real number, $-s^2/(E(E^2-s^2))$, before its modulus is taken.

`continuation_unstable` takes $s$ as the minimum of the three upper limits above and sets $h=s$. The reverse triangle inequality, `norm_sub_norm_le`, then bounds the difference from below by $1/s-1/(2s)$.

### One Mathlib lemma removes the frequency

The bound holds for all $y$ at once because of `Complex.abs_re_le_norm`, which says that the absolute value of the real part of a complex number is at most its modulus. In `energy_le_norm` it is applied to $iy-a$. The real part is $-a$, so $y$ disappears from the estimate, and what remains is $a\le|a|\le|iy-a|$. No square root has to be handled.

The same inequality does a second job in `pole_split_bound`. Since $E$, $E-s$ and $E+s$ are positive, the three distances are positive, and `norm_pos_iff` turns this into the three nonvanishing denominators that `split_sub_pole` requires.

### A doublet at 2 eV

One common way to continue the response is to evaluate it on a grid of imaginary frequencies, fit a rational function such as a Padé approximant to the values, and evaluate the fit at $\omega+i\eta$, where $\eta$ is the broadening of the plotted spectrum. The height $h$ plays the part of $\eta$, and $\omega=E$ is the centre of the line.

Take a line of weight $w=1$ at $E=2$ eV, and $s=h=0.05$ eV, so the two excitons lie $0.1$ eV apart. On the imaginary axis the single line and the doublet differ by at most $3.13\times10^{-4}\ \mathrm{eV}^{-1}$, while the response of the single line at $y=0$ has modulus $0.5\ \mathrm{eV}^{-1}$. At $\omega=E$ with the chosen broadening, the moduli are $20$ and $10\ \mathrm{eV}^{-1}$. If each input value carries an uncertainty of $10^{-3}\ \mathrm{eV}^{-1}$, the exact values of either response lie within that uncertainty of the other, so a fit that shows one peak does not rule out the doublet.
